# The squared dynamical matrix of a harmonic ring: its trace from the inverse masses and their neighbour contrast

The theorem `trace_dynMatrix_sq` concerns a ring of $N \ge 3$ sites with positive, possibly unequal masses $m_i$, neighbours being joined by springs of unit force constant. Its mass-weighted dynamical matrix is $D_{ij} = \Phi_{ij}/(\sqrt{m_i}\sqrt{m_j})$, where $\Phi$ has $2$ on the diagonal and $-1$ for each bond. The claim is that $\operatorname{tr} D^2 = 6\sum_i 1/m_i^2 - \sum_i (1/m_i - 1/m_{i+1})^2$, with site indices taken round the ring. The proof first finds the squares of the force constants by cases (`force_sq`), then writes the trace as a sum of these squares weighted by inverse masses, and finishes with a summation by parts, `sum_sq_diff`.

This version doesn't compile in Lean 4 with Mathlib:

```lean
import Mathlib

open Matrix

namespace TraceDynMatrixSq

noncomputable section

variable {N : ℕ} [NeZero N]

/-- Force-constant matrix of a ring of `N` sites joined by unit springs: `2` on the diagonal
and `-1` for each bond to the next and to the previous site. -/
def ringForce (N : ℕ) : Matrix (ZMod N) (ZMod N) ℝ := fun i j =>
  (if j = i then 2 else 0) - (if j = i + 1 then 1 else 0) - (if j = i - 1 then 1 else 0)

/-- Mass-weighted dynamical matrix of the ring, `D i j = Φ i j / (√(m i) √(m j))`,
for positive masses `m`. -/
def dynMatrix (m : ZMod N → ℝ) : Matrix (ZMod N) (ZMod N) ℝ := fun i j =>
  ringForce N i j / (√(m i) * √(m j))

/-- Neighbour contrast of the inverse masses: the sum over all bonds of
`(1/m i - 1/m (i+1))²`, for nonzero masses. -/
def contrast (m : ZMod N → ℝ) : ℝ := ∑ i, (1 / m i - 1 / m (i + 1)) ^ 2

/-- Summation by parts on a ring: the sum of squared neighbour differences, written with
products of each site with itself and with its two neighbours. -/
theorem sum_sq_diff (w : ZMod N → ℝ) :
    ∑ i, (w i - w (i + 1)) ^ 2 =
      2 * ∑ i, w i ^ 2 - ∑ i, w i * w (i + 1) - ∑ i, w i * w (i - 1) := by
  -- shifting the summation index by one site changes nothing
  have h1 := Equiv.sum_comp (Equiv.addRight (1 : ZMod N)) (fun i => w i ^ 2)
  have h2 := Equiv.sum_comp (Equiv.addRight (1 : ZMod N)) (fun i => w i * w (i - 1))
  simp only [Equiv.coe_addRight, add_sub_cancel_right] at h1 h2
  have e : ∑ i, (w i - w (i + 1)) ^ 2 = ∑ i, w i ^ 2 + ∑ i, w (i + 1) ^ 2
      - ∑ i, w i * w (i + 1) - ∑ i, w (i + 1) * w i := by
    rw [← Finset.sum_add_distrib, ← Finset.sum_sub_distrib, ← Finset.sum_sub_distrib]
    exact Finset.sum_congr rfl fun i _ => by ring
  linarith

omit [NeZero N] in
/-- On a ring of at least three sites, a site and its two neighbours are three different
sites. -/
theorem neighbours_distinct (hN : 3 ≤ N) (i : ZMod N) :
    i ≠ i + 1 ∧ i ≠ i - 1 ∧ i + 1 ≠ i - 1 := by
  have key : ∀ k : ℕ, 0 < k → k < 3 → (k : ZMod N) ≠ 0 := fun k h0 h3 h => by
    have := Nat.le_of_dvd h0 ((CharP.cast_eq_zero_iff (ZMod N) N k).1 h)
    omega
  have h1 : (1 : ZMod N) ≠ 0 := by
    simpa only [Nat.cast_one] using key 1 (by norm_num) (by norm_num)
  have h2 : (2 : ZMod N) ≠ 0 := by
    simpa only [Nat.cast_ofNat] using key 2 (by norm_num) (by norm_num)
  exact ⟨fun h => h1 (by linear_combination -h), fun h => h1 (by linear_combination h),
    fun h => h2 (by linear_combination h)⟩

omit [NeZero N] in
/-- The dynamical matrix of the ring is Hermitian. -/
theorem dynMatrix_isHermitian (m : ZMod N → ℝ) : (dynMatrix m).IsHermitian := by
  refine Matrix.IsHermitian.ext fun i j => ?_
  have a : (if i = j then (2 : ℝ) else 0) = if j = i then 2 else 0 :=
    if_congr eq_comm rfl rfl
  have b : (if i = j + 1 then (1 : ℝ) else 0) = if j = i - 1 then 1 else 0 :=
    if_congr ⟨fun h => by rw [h]; ring, fun h => by rw [h]; ring⟩ rfl rfl
  have c : (if i = j - 1 then (1 : ℝ) else 0) = if j = i + 1 then 1 else 0 :=
    if_congr ⟨fun h => by rw [h]; ring, fun h => by rw [h]; ring⟩ rfl rfl
  have s : ringForce N j i = ringForce N i j := by
    unfold ringForce
    linear_combination a - b - c
  simp only [star_trivial, dynMatrix]
  rw [s, mul_comm]

/-- For at least three positive masses, the trace of the squared dynamical matrix is
`6 ∑ 1/m²` minus the neighbour contrast of the inverse masses. -/
theorem trace_dynMatrix_sq (hN : 3 ≤ N) (m : ZMod N → ℝ) (hm : ∀ i, 0 < m i) :
    (dynMatrix m * dynMatrix m).trace = 6 * ∑ i, (1 / m i) ^ 2 - contrast m := by
  -- the three kinds of nonzero force constants never overlap
  have force_sq : ∀ i j, ringForce N i j ^ 2 = (if j = i then 4 else 0)
      + (if j = i + 1 then 1 else 0) + (if j = i - 1 then 1 else 0) := fun i j => by
    obtain ⟨a, b, c⟩ := neighbours_distinct hN i
    have p : ¬(j = i ∧ j = i + 1) := fun h => a (h.1.symm.trans h.2)
    have q : ¬(j = i ∧ j = i - 1) := fun h => b (h.1.symm.trans h.2)
    have r : ¬(j = i + 1 ∧ j = i - 1) := fun h => c (h.1.symm.trans h.2)
    unfold ringForce
    split_ifs <;> first | norm_num | tauto
  have entry : ∀ i j, dynMatrix m i j * dynMatrix m j i =
      ringForce N i j ^ 2 * (1 / m i * (1 / m j)) := fun i j => by
    have s : dynMatrix m j i = dynMatrix m i j := by
      simpa only [star_trivial] using (dynMatrix_isHermitian m).apply i j
    calc dynMatrix m i j * dynMatrix m j i
        = ringForce N i j ^ 2 * (1 / (√(m i) * √(m i)) * (1 / (√(m j) * √(m j)))) := by
          rw [s, dynMatrix]; ring
      _ = _ := by rw [Real.mul_self_sqrt (hm i).le, Real.mul_self_sqrt (hm j).le]
  have h := sum_sq_diff (fun i => 1 / m i)
  have h4 : ∑ i, 4 * (1 / m i * (1 / m i)) = 4 * ∑ i, (1 / m i) ^ 2 := by
    rw [Finset.mul_sum]
    exact Finset.sum_congr rfl fun i _ => by ring
  simp only [Matrix.trace, Matrix.diag_apply, Matrix.mul_apply, entry, force_sq, add_mul,
    ite_mul, zero_mul, one_mul, Finset.sum_add_distrib, Finset.sum_ite_eq', Finset.mem_univ,
    if_true]
  unfold contrast
  linarith

end

end TraceDynMatrixSq
```

Messages:

```
Main.lean:77:82: error: unsolved goals
case pos
N : ℕ
inst✝ : NeZero N
hN : 3 ≤ N
m : ZMod N → ℝ
hm : ∀ (i : ZMod N), 0 < m i
i j : ZMod N
a : i ≠ i + 1
b : i ≠ i - 1
c : i + 1 ≠ i - 1
p : ¬(j = i ∧ j = i + 1)
q : ¬(j = i ∧ j = i - 1)
r : ¬(j = i + 1 ∧ j = i - 1)
h✝² : j = i
h✝¹ : j = i + 1
h✝ : j = i - 1
⊢ False

case neg
N : ℕ
inst✝ : NeZero N
hN : 3 ≤ N
m : ZMod N → ℝ
hm : ∀ (i : ZMod N), 0 < m i
i j : ZMod N
a : i ≠ i + 1
b : i ≠ i - 1
c : i + 1 ≠ i - 1
p : ¬(j = i ∧ j = i + 1)
q : ¬(j = i ∧ j = i - 1)
r : ¬(j = i + 1 ∧ j = i - 1)
h✝² : j = i
h✝¹ : j = i + 1
h✝ : ¬j = i - 1
⊢ False

case pos
N : ℕ
inst✝ : NeZero N
hN : 3 ≤ N
m : ZMod N → ℝ
hm : ∀ (i : ZMod N), 0 < m i
i j : ZMod N
a : i ≠ i + 1
b : i ≠ i - 1
c : i + 1 ≠ i - 1
p : ¬(j = i ∧ j = i + 1)
q : ¬(j = i ∧ j = i - 1)
r : ¬(j = i + 1 ∧ j = i - 1)
h✝² : j = i
h✝¹ : ¬j = i + 1
h✝ : j = i - 1
⊢ False

case pos
N : ℕ
inst✝ : NeZero N
hN : 3 ≤ N
m : ZMod N → ℝ
hm : ∀ (i : ZMod N), 0 < m i
i j : ZMod N
a : i ≠ i + 1
b : i ≠ i - 1
c : i + 1 ≠ i - 1
p : ¬(j = i ∧ j = i + 1)
q : ¬(j = i ∧ j = i - 1)
r : ¬(j = i + 1 ∧ j = i - 1)
h✝² : ¬j = i
h✝¹ : j = i + 1
h✝ : j = i - 1
⊢ False
```

Diagnosis. The one error is in `force_sq`, where `split_ifs` makes a case for each combination of `j = i`, `j = i + 1` and `j = i - 1` being true or false. The four goals left over are those in which at least two of these hold at once. On a ring of three or more sites that cannot happen, and the hypotheses `p`, `q` and `r` say so.

In these cases the numerical equation is itself false: with `j = i` and `j = i + 1` only, it reads (2 − 1)² = 4 + 1. `norm_num` therefore turns the goal into `False` and stops there, without using the contradiction among the hypotheses. Since it has not failed, `first` accepts its result and never tries `tauto`.

The diff replaces `first | norm_num | tauto` with `norm_num <;> tauto`, which runs `tauto` on every goal that `norm_num` leaves open. There `tauto` proves `False` from the case assumptions together with `p`, `q` or `r`.

As a diff, the version that Lean accepts:

```diff
@@ -81,5 +81,5 @@
     have r : ¬(j = i + 1 ∧ j = i - 1) := fun h => c (h.1.symm.trans h.2)
     unfold ringForce
-    split_ifs <;> first | norm_num | tauto
+    split_ifs <;> norm_num <;> tauto
   have entry : ∀ i j, dynMatrix m i j * dynMatrix m j i =
       ringForce N i j ^ 2 * (1 / m i * (1 / m j)) := fun i j => by
```
